# The 1s Dirac–Coulomb large-component momentum profile has a p^(−(g+2)) tail for 0 < g < 1 and a p^(−4) tail at g = 1

## How fast does the 1s large component fall off at high momentum?

I use atomic units, a point nucleus of charge Z > 0 and the speed of light c > Z. The exponent of the 1s state is g = √(1 − (Z/c)²), and up to normalisation its large component has the momentum profile

G(p) = sin((g+1) arctan(p/Z)) / (p (Z² + p²)^((g+1)/2)).

I believe that p^(g+2) G(p) tends to sin((g+1)π/2) as p → ∞, and that this number is nonzero for 0 < g < 1. At g = 1, the nonrelativistic value, the profile should be exactly 2Z/(Z² + p²)², which falls off as p^(−4). The relativistic tail would then be the heavier one. Can this be made rigorous, with a proof that a machine has checked?

## A heavier power law for every g between 0 and 1

Yes. The limit holds as you state it, its value is positive for 0 < g < 1, and p⁴ G(p) then grows without bound, whereas at g = 1 it tends to 2Z.

### Where the profile comes from

The radial large component of the 1s state is proportional to r^(g−1) exp(−Zr). Its momentum amplitude is the l = 0 spherical transform

∫₀^∞ r² · r^(g−1) exp(−Zr) · sin(pr)/(pr) dr = (1/p) Im ∫₀^∞ r^g exp(−(Z − ip)r) dr.

The last integral is Γ(g+1)/(Z − ip)^(g+1). Write θ = arctan(p/Z), so that Z − ip = √(Z² + p²) exp(−iθ). The imaginary part of the integral is then Γ(g+1) sin((g+1)θ)/(Z² + p²)^((g+1)/2), and the transform equals Γ(g+1) G(p).

For the normalised four-component state, the radial large component is N r^(g−1) exp(−Zr) with

N² = ((1+g)/2) (2Z)^(2g+1) / Γ(2g+1),

and the corresponding momentum amplitude is √(2/π) N Γ(g+1) G(p). Its square, integrated with weight p², gives (1+g)/2, the share of the norm carried by the large component. The Lean development takes the closed form G as its starting point, so this transform and its normalisation are background and not part of what was checked.

### The limit by hand

For p > 0, multiply G(p) by p^(g+2). One power of p cancels the p in the denominator, and the remaining p^(g+1) equals (p²)^((g+1)/2). Hence

p^(g+2) G(p) = sin((g+1) arctan(p/Z)) · (p²/(Z² + p²))^((g+1)/2).

The ratio in the second factor is

p²/(Z² + p²) = 1 − Z²/(Z² + p²),

which tends to 1, so its fixed power also tends to 1. In the first factor p/Z → ∞, the arctangent tends to π/2, and the sine is continuous. The product therefore tends to sin((g+1)π/2). Nothing in this argument restricts g.

If 0 < g < 1, the angle (g+1)π/2 lies strictly between π/2 and π, where the sine is positive. The power p^(−(g+2)) is then the true leading behaviour. At g = 1 the angle is π and the limit is zero, which says only that G falls off faster than p^(−3).

### The nonrelativistic value g = 1

Here the sine has the angle 2θ with tan θ = p/Z, and the double-angle formula gives

sin 2θ = 2 tan θ/(1 + tan² θ) = 2pZ/(Z² + p²).

Dividing by p(Z² + p²) yields

G(p) = 2Z/(Z² + p²)².

Consequently p⁴ G(p) = 2Z (p²/(Z² + p²))², which tends to 2Z.

To compare the two cases, take 0 < g < 1 and split the fourth power:

p⁴ G(p) = p^(2−g) · (p^(g+2) G(p)).

The first factor tends to infinity because 2 − g > 0, and the second tends to a positive number. The product tends to infinity.

For basis-set work on a one-electron atom with a point nucleus, this means that a finite Gaussian expansion of the large component misses the tail at sufficiently high momentum, since the transform of each Gaussian decays faster than any power of p.

### What the Lean statements say

`momentumProfile Z g p` is G(p), with Z, g and p all real numbers. The exponent g is a free argument there, and `diracExponent Z c` supplies the physical value √(1 − (Z/c)²). Powers with exponents such as g + 2 are real powers, while `p ^ 4` is an ordinary integer power. A statement of the form `Tendsto f atTop (𝓝 L)` says that f(p) → L as p → +∞, and with `atTop` as the target it says that f(p) → +∞.

- `tendsto_profile` gives the limit sin((g+1)π/2) for Z > 0 and every real g.
- `dirac_momentum_tail` specialises it to `diracExponent Z c` under 0 < Z < c and adds that the limit is positive. The condition Z < c is the range in which the point-nucleus 1s exponent is real and positive.
- `profile_one` is the exact formula at g = 1, for Z > 0 and any p ≠ 0. The point p = 0 is excluded because Lean evaluates the quotient there as 0, whereas the continuous extension of G has the value 2/Z³.
- `tendsto_profile_one` gives the limit 2Z of p⁴ G(p) at g = 1.
- `profile_exceeds_fourth_power` gives the divergence of p⁴ G(p) for Z > 0 and 0 < g < 1.
- `profile_pos` says that G(p) > 0 for all p > 0 when Z > 0 and 0 < g ≤ 1, so the profile has no node at any finite positive momentum.

The theorems concern one electron in the field of a point charge. A nucleus of finite size removes the r^(g−1) singularity at the origin and with it the source of this tail. The small component and electron–electron interaction are absent. The limits also carry no error bound, so they do not tell you at which momentum the asymptotic form becomes accurate.

The sign of Z matters. Take Z = −1 and g = 1/2 in the formula for G. Then arctan(p/Z) tends to −π/2, and p^(g+2) G(p) tends to sin(−3π/4) = −√2/2, whereas the stated limit would be +√2/2. Physically, exp(−Zr) would then grow with r and describe no bound state.

```lean
import Mathlib

open Filter
open scoped Topology

namespace DiracCoulombMomentumTail

noncomputable section

/-- The closed-form momentum profile of the 1s large component, up to normalisation, for decay
constant `Z` and exponent `g`. -/
def momentumProfile (Z g p : ℝ) : ℝ :=
  Real.sin ((g + 1) * Real.arctan (p / Z)) / (p * (Z ^ 2 + p ^ 2) ^ ((g + 1) / 2))

/-- The exponent `g = sqrt(1 - (Z/c)^2)` of the 1s state for nuclear charge `Z` and speed of
light `c`, in atomic units. -/
def diracExponent (Z c : ℝ) : ℝ := Real.sqrt (1 - (Z / c) ^ 2)

/-- For `Z > 0` and `0 < g ≤ 1` the profile is positive at every momentum `p > 0`. -/
theorem profile_pos {Z g p : ℝ} (hZ : 0 < Z) (h0 : 0 < g) (h1 : g ≤ 1) (hp : 0 < p) :
    0 < momentumProfile Z g p := by
  have ha : 0 < Real.arctan (p / Z) := by
    simpa using Real.arctan_strictMono (div_pos hp hZ)
  have hb := Real.arctan_lt_pi_div_two (p / Z)
  have hsin : 0 < Real.sin ((g + 1) * Real.arctan (p / Z)) := by
    -- the angle stays strictly between `0` and `pi`
    apply Real.sin_pos_of_pos_of_lt_pi
    · positivity
    · nlinarith [mul_nonneg (sub_nonneg.2 h1) ha.le]
  unfold momentumProfile
  positivity

/-- At large momentum the ratio `p^2/(Z^2+p^2)` tends to one. -/
theorem tendsto_ratio (Z : ℝ) :
    Tendsto (fun p : ℝ => p ^ 2 / (Z ^ 2 + p ^ 2)) atTop (𝓝 1) := by
  have h : Tendsto (fun p : ℝ => Z ^ 2 + p ^ 2) atTop atTop :=
    tendsto_atTop_add_const_left atTop _ (tendsto_pow_atTop two_ne_zero)
  have h2 := (tendsto_const_nhds (x := (1 : ℝ))).sub (h.const_div_atTop (Z ^ 2))
  rw [sub_zero] at h2
  refine h2.congr' ?_
  filter_upwards [eventually_gt_atTop (0 : ℝ)] with p hp
  have hs : Z ^ 2 + p ^ 2 ≠ 0 := by positivity
  rw [eq_div_iff hs, sub_mul, div_mul_cancel₀ _ hs]
  ring

/-- For `Z > 0` and every real `g`, the scaled profile `p^(g+2) G(p)` tends to `sin((g+1) pi/2)` at
large momentum. -/
theorem tendsto_profile {Z : ℝ} (hZ : 0 < Z) (g : ℝ) :
    Tendsto (fun p : ℝ => p ^ (g + 2) * momentumProfile Z g p) atTop
      (𝓝 (Real.sin ((g + 1) * (Real.pi / 2)))) := by
  have hang : Tendsto (fun p : ℝ => Real.arctan (p / Z)) atTop (𝓝 (Real.pi / 2)) :=
    (Real.tendsto_arctan_atTop.mono_right nhdsWithin_le_nhds).comp
      (tendsto_id.atTop_div_const hZ)
  have hsin := (Real.continuous_sin.tendsto _).comp (hang.const_mul (g + 1))
  have hpow := (tendsto_ratio Z).rpow_const (p := (g + 1) / 2) (Or.inl one_ne_zero)
  have h := hsin.mul hpow
  rw [Real.one_rpow, mul_one] at h
  -- the scaled profile is the sine times a power of the ratio
  refine h.congr' ?_
  filter_upwards [eventually_gt_atTop (0 : ℝ)] with p hp
  have hs : 0 < Z ^ 2 + p ^ 2 := by positivity
  have hD := (Real.rpow_pos_of_pos hs ((g + 1) / 2)).ne'
  have hnum : (p ^ 2) ^ ((g + 1) / 2) = p ^ (g + 1) := by
    rw [← Real.rpow_natCast, ← Real.rpow_mul hp.le]
    congr 1
    push_cast
    ring
  dsimp only [Function.comp_apply]
  rw [momentumProfile, Real.div_rpow (by positivity) hs.le, hnum,
    show g + 2 = (g + 1) + 1 by ring, Real.rpow_add_one hp.ne' (g + 1)]
  generalize (Z ^ 2 + p ^ 2) ^ ((g + 1) / 2) = D at hD ⊢
  generalize p ^ (g + 1) = E
  field_simp

/-- The tail coefficient `sin((g+1) pi/2)` is positive for `0 < g < 1`. -/
theorem tail_coefficient_pos {g : ℝ} (h0 : 0 < g) (h1 : g < 1) :
    0 < Real.sin ((g + 1) * (Real.pi / 2)) := by
  apply Real.sin_pos_of_pos_of_lt_pi
  · have := Real.pi_pos
    positivity
  · nlinarith [Real.pi_pos]

/-- For `0 < Z < c` the 1s profile with `g = sqrt(1 - (Z/c)^2)` has a `p^(-(g+2))` tail with
the positive coefficient `sin((g+1) pi/2)`. -/
theorem dirac_momentum_tail {Z c : ℝ} (hZ : 0 < Z) (hc : Z < c) :
    Tendsto (fun p : ℝ => p ^ (diracExponent Z c + 2) *
        momentumProfile Z (diracExponent Z c) p) atTop
      (𝓝 (Real.sin ((diracExponent Z c + 1) * (Real.pi / 2)))) ∧
    0 < Real.sin ((diracExponent Z c + 1) * (Real.pi / 2)) := by
  have hc0 : 0 < c := hZ.trans hc
  have hx0 : 0 < Z / c := div_pos hZ hc0
  have hx1 : Z / c < 1 := (div_lt_one hc0).2 hc
  refine ⟨tendsto_profile hZ _, tail_coefficient_pos ?_ ?_⟩
  · exact Real.sqrt_pos.2 (by nlinarith)
  · exact (Real.sqrt_lt' one_pos).2 (by nlinarith)

/-- For `Z > 0` and `p ≠ 0`, the profile at `g = 1` is exactly `2Z/(Z^2+p^2)^2`. -/
theorem profile_one {Z p : ℝ} (hZ : 0 < Z) (hp : p ≠ 0) :
    momentumProfile Z 1 p = 2 * Z / (Z ^ 2 + p ^ 2) ^ 2 := by
  have hs : Z ^ 2 + p ^ 2 ≠ 0 := by positivity
  -- double-angle formula for the arctangent
  have hsin : Real.sin (2 * Real.arctan (p / Z)) = 2 * (p / Z) / (1 + (p / Z) ^ 2) := by
    have hq := Real.sq_sqrt (show 0 ≤ 1 + (p / Z) ^ 2 by positivity)
    rw [Real.sin_two_mul, Real.sin_arctan, Real.cos_arctan]
    calc _ = 2 * (p / Z) / Real.sqrt (1 + (p / Z) ^ 2) ^ 2 := by ring
      _ = _ := by rw [hq]
  have hden : 1 + (p / Z) ^ 2 = (Z ^ 2 + p ^ 2) / Z ^ 2 := by field_simp
  rw [momentumProfile, show ((1 : ℝ) + 1) / 2 = 1 by norm_num, Real.rpow_one,
    show (1 : ℝ) + 1 = 2 by norm_num, hsin, hden]
  field_simp

/-- At `g = 1` the scaled profile `p^4 G(p)` tends to `2Z`. -/
theorem tendsto_profile_one {Z : ℝ} (hZ : 0 < Z) :
    Tendsto (fun p : ℝ => p ^ 4 * momentumProfile Z 1 p) atTop (𝓝 (2 * Z)) := by
  have h := ((tendsto_ratio Z).pow 2).const_mul (2 * Z)
  rw [one_pow, mul_one] at h
  refine h.congr' ?_
  filter_upwards [eventually_gt_atTop (0 : ℝ)] with p hp
  rw [profile_one hZ hp.ne']
  generalize Z ^ 2 + p ^ 2 = S
  ring

/-- For `Z > 0` and `0 < g < 1` the product `p^4 G(p)` tends to `+∞` at large momentum. -/
theorem profile_exceeds_fourth_power {Z g : ℝ} (hZ : 0 < Z) (h0 : 0 < g) (h1 : g < 1) :
    Tendsto (fun p : ℝ => p ^ 4 * momentumProfile Z g p) atTop atTop := by
  have h := (tendsto_rpow_atTop (show 0 < 2 - g by linarith)).atTop_mul_pos
    (tail_coefficient_pos h0 h1) (tendsto_profile hZ g)
  refine h.congr' ?_
  filter_upwards [eventually_gt_atTop (0 : ℝ)] with p hp
  have h4 : p ^ (2 - g) * p ^ (g + 2) = p ^ 4 := by
    rw [← Real.rpow_add hp, ← Real.rpow_natCast]
    congr 1
    push_cast
    ring
  rw [← mul_assoc, h4]

end

end DiracCoulombMomentumTail
```

```lean
#print axioms DiracCoulombMomentumTail.profile_pos
#print axioms DiracCoulombMomentumTail.dirac_momentum_tail
#print axioms DiracCoulombMomentumTail.tendsto_profile_one
#print axioms DiracCoulombMomentumTail.profile_exceeds_fourth_power
```

```
'DiracCoulombMomentumTail.profile_pos' depends on axioms: [propext, Classical.choice, Quot.sound]
'DiracCoulombMomentumTail.dirac_momentum_tail' depends on axioms: [propext, Classical.choice, Quot.sound]
'DiracCoulombMomentumTail.tendsto_profile_one' depends on axioms: [propext, Classical.choice, Quot.sound]
'DiracCoulombMomentumTail.profile_exceeds_fourth_power' depends on axioms: [propext, Classical.choice, Quot.sound]
```

### How the proof follows the calculation

`tendsto_ratio` proves that p²/(Z² + p²) → 1. It first shows that Z² + p² tends to infinity, so that 1 − Z²/(Z² + p²) tends to 1. It then identifies this expression with the ratio for p > 0. The step `congr'` permits this, because a limit at infinity depends only on the values at large p.

`tendsto_profile` assembles the main limit. The intermediate result `hang` is the convergence of the arctangent to π/2, `hsin` passes it through the continuous sine, and `hpow` raises the ratio to the power (g+1)/2. Raising to a fixed real power preserves the limit here because the limiting base, 1, is nonzero. The product of the two limits is the desired value.

What remains is the factorisation for p > 0. The equation `hnum` is the identity (p²)^((g+1)/2) = p^(g+1), and `Real.div_rpow` distributes the power over the quotient. The `generalize` lines then replace the two real powers by plain symbols, after which `field_simp` cancels the common factors.

The two positivity lemmas place an angle between 0 and π. In `tail_coefficient_pos` the angle is (g+1)π/2, and the upper bound follows from g < 1. In `profile_pos` it is (g+1) arctan(p/Z). There the arctangent is strictly below π/2, which is why g = 1 is still allowed.

`dirac_momentum_tail` needs only the bounds on the exponent. From 0 < Z < c it obtains 0 < Z/c < 1, hence 0 < 1 − (Z/c)² < 1, and the square root lies in the same interval. The two earlier results then supply the limit and its sign.

`profile_one` derives the double-angle formula from the expressions for the sine and cosine of an arctangent. Both contain √(1 + (p/Z)²), and their product turns this root into its square, which `hq` simplifies. The equation `hden` puts 1 + (p/Z)² over the common denominator Z², and the final `field_simp` gives 2Z/(Z² + p²)².

`tendsto_profile_one` squares the limit from `tendsto_ratio`, multiplies it by 2Z and inserts the exact formula. `profile_exceeds_fourth_power` uses the split of p⁴ shown above: `atTop_mul_pos` states that a function tending to infinity, multiplied by one with a positive limit, tends to infinity, and `h4` checks that the exponents 2 − g and g + 2 add up to 4.
